# In a three-dimensional parabolic band with mean-field exchange energy $-a\varepsilon_F z^2/2$ per electron at spin polarization $z$, the unpolarized state has the lowest energy if and only if $a\le 2/3$

A nonmagnetic state can be called stable because no small polarization lowers its energy, or because no polarization at all lowers it. Here the second, stronger meaning is used: a ground state is a global minimizer of the energy over all polarizations $z\in[-1,1]$.

Let $n_\pm=\tfrac n2(1\pm z)$ be the densities of the two spin species at fixed total density $n$, and let $\varepsilon_F$ be the Fermi energy at $z=0$. In a three-dimensional parabolic band a species' Fermi energy, measured here from the bottom of that species' own band, scales as its density to the power $2/3$, so it equals $\varepsilon_F(1\pm z)^{2/3}$, and the mean kinetic energy is $3/5$ of that. Weighting by the fractions $(1\pm z)/2$ and adding exchange gives the energy per electron in units of $\varepsilon_F$,

$$E(z)=\tfrac{3}{10}\left((1+z)^{5/3}+(1-z)^{5/3}\right)-\tfrac{a z^2}{2}.$$

The constant $a$ is postulated. It stands for the strength of the interaction that favours parallel spins. For a contact repulsion $Un_+n_-$ in mean field, $a=Un/(2\varepsilon_F)$ up to a constant shift of the energy, and $a=2/3$ is then the familiar condition $UD=1$, with $D=3n/(4\varepsilon_F)$ the density of states per spin and volume.

The claims are:

- $z=0$ is a ground state if and only if $a\le 2/3$;
- $z=1$ is a ground state if and only if $a\ge 2^{-1/3}\approx 0.794$;
- strictly between these values some ground state has $0<z<1$.

In spin-polarized electronic-structure work, a linear-response test at zero polarization sees only the local curvature, here $E''(0)=2/3-a$; in this homogeneous, one-parameter mean-field model its sign change also marks the global threshold.

## Slope of the energy and bounds on the Fermi-energy splitting

Differentiation gives

$$E'(z)=S(z)-az,\qquad S(z)=\tfrac12\left((1+z)^{2/3}-(1-z)^{2/3}\right).$$

Since $E(-z)=E(z)$, it suffices to study $0\le z\le1$. Let $p,q\ge0$ satisfy $p^3=1+z$ and $q^3=1-z$. Then $q\le p$, $p\ge1$, $p^3+q^3=2$, and

$$S=\tfrac12(p^2-q^2),\qquad z=\tfrac12(p^3-q^3).$$

Write $s=p+q$. From $2=s^3-3pqs$ follows

$$3s(p^2+pq+q^2)=2s^3+2.$$

**Lower bound, $S\ge\tfrac23z$.** After the factor $p-q\ge0$ is removed, it suffices that $2(p^2+pq+q^2)\le3s$. Multiplied by $3s>0$, this reads $4s^3+4\le9s^2$, or

$$(2-s)(4s^2-s-2)\ge0.$$

The second factor is positive because $s\ge1$. The first is nonnegative because $4(p^3+q^3)-s^3=3s(p-q)^2\ge0$ gives $s^3\le8$.

**Upper bound, $S\le cz$ with $c=2^{-1/3}$.** Now it suffices that $s\le c(p^2+pq+q^2)$, or $3s^2\le c(2s^3+2)$. Using $2c^3=1$,

$$c(2s^3+2)-3s^2=c(s-2c^2)^2(2s+2c^2)\ge0.$$

**Bound near zero, $S\le\tfrac23z+\tfrac16z^2$.** Two identities are needed:

$$1+\tfrac23z-p^2=\tfrac13(p-1)^2(2p+1)\ge0,$$

$$q^2-1+\tfrac23z+\tfrac13z^2=\tfrac13q^2(1-q)^2(q^2+2q+3)\ge0.$$

Together they bound $p^2-q^2$ by $\tfrac43z+\tfrac13z^2$.

## From the slope to the ground state

If $a\le2/3$, the lower bound gives $E'\ge0$ on $[0,1]$, so $E(0)\le E(|z|)=E(z)$ for every allowed $z$. If $a>2/3$, choose $w=\min(1,a-2/3)$. For $0<x<w$,

$$E'(x)\le-x\left(a-\tfrac23-\tfrac x6\right)<0,$$

so $E(w)<E(0)$ and $z=0$ is not a ground state.

If $a\ge c$, the upper bound gives $E'\le0$ on $[0,1]$, and $z=1$ is a ground state. Conversely, if $z=1$ is a ground state, the difference quotients $(E(x)-E(1))/(x-1)$ for $0<x<1$ are at most zero. Hence so is their limit $E'(1)=S(1)-a=c-a$, which gives $a\ge c$.

For $2/3<a<c$, the continuous function $E$ has a minimizer on the compact interval $[-1,1]$. By evenness its absolute value is also a minimizer, and the two criteria exclude $0$ and $1$.

## The energy and its derivative in Lean

```lean
import Mathlib

open Set Filter Topology

namespace StonerParabolicBand

noncomputable section
```

The function `energy a z` is $E(z)$, with real exponents and energies in units of $\varepsilon_F$. It is defined for every real `z`; the physical range enters through the interval in the theorems.

```lean
/-- Energy per electron of a three-dimensional parabolic band with exchange strength `a`, at
spin polarization `z` in `[-1, 1]`, in units of the unpolarized Fermi energy. -/
def energy (a z : ℝ) : ℝ :=
  3 / 10 * ((1 + z) ^ (5 / 3 : ℝ) + (1 - z) ^ (5 / 3 : ℝ)) - a * z ^ 2 / 2
```

Half the difference of the two Fermi energies, $S(z)$, gets its own name.

```lean
/-- Half the difference between the Fermi energies of the two spin species at polarization `z`
in `[-1, 1]`, in units of the unpolarized Fermi energy. -/
def halfSplitting (z : ℝ) : ℝ :=
  1 / 2 * ((1 + z) ^ (2 / 3 : ℝ) - (1 - z) ^ (2 / 3 : ℝ))
```

The derivative follows from the power rule. Because the exponent $5/3$ is at least 1, the rule also holds where a base vanishes, that is, at full polarization.

```lean
/-- The slope of the energy in the polarization is half the Fermi-energy splitting minus the
exchange term `a z`. -/
theorem hasDerivAt_energy (a z : ℝ) :
    HasDerivAt (energy a) (halfSplitting z - a * z) z := by
  have h1 : HasDerivAt (fun y : ℝ => (1 + y) ^ (5 / 3 : ℝ))
      (1 * (5 / 3) * (1 + z) ^ (5 / 3 - 1 : ℝ)) z :=
    ((hasDerivAt_id' z).const_add 1).rpow_const (Or.inr (by norm_num))
  have h2 : HasDerivAt (fun y : ℝ => (1 - y) ^ (5 / 3 : ℝ))
      (-1 * (5 / 3) * (1 - z) ^ (5 / 3 - 1 : ℝ)) z :=
    ((hasDerivAt_id' z).const_sub 1).rpow_const (Or.inr (by norm_num))
  have h3 : HasDerivAt (fun y : ℝ => y ^ 2) (2 * z) z := by
    simpa using hasDerivAt_pow 2 z
  have h := ((h1.fun_add h2).const_mul (3 / 10)).fun_sub ((h3.const_mul a).div_const 2)
  rw [show (5 / 3 - 1 : ℝ) = 2 / 3 by norm_num] at h
  refine h.congr_deriv ?_
  unfold halfSplitting
  ring
```

Evenness is stated through the absolute value, the form in which the minimization arguments use it.

```lean
/-- Reversing all spins leaves the energy unchanged, so it depends only on `|z|`. -/
theorem energy_abs (a z : ℝ) : energy a |z| = energy a z := by
  rcases abs_choice z with h | h
  · rw [h]
  · rw [h]
    unfold energy
    rw [show 1 + -z = 1 - z by ring, show 1 - -z = 1 + z by ring]
    ring
```

## Polynomial inequalities for the two Fermi wavenumbers

The next lemma replaces fractional powers by $p$ and $q$, which are the Fermi wavenumbers in units of the unpolarized one. The order relations $q\le p$ and $1\le p$ come from comparing cubes.

```lean
/-- For `0 ≤ z ≤ 1` the Fermi wavenumbers `p ≥ q` of the two spin species, in units of the
unpolarized one, have cubes `1 + z` and `1 - z`, and their squares give the splitting. -/
theorem fermi_wavenumbers {z : ℝ} (h0 : 0 ≤ z) (h1 : z ≤ 1) :
    ∃ p q : ℝ, 0 ≤ q ∧ q ≤ p ∧ 1 ≤ p ∧ p ^ 3 = 1 + z ∧ q ^ 3 = 1 - z ∧
      halfSplitting z = (p ^ 2 - q ^ 2) / 2 := by
  have root : ∀ x : ℝ, 0 ≤ x → ∃ p : ℝ, 0 ≤ p ∧ p ^ 3 = x ∧ x ^ (2 / 3 : ℝ) = p ^ 2 := by
    intro x hx
    refine ⟨x ^ (1 / 3 : ℝ), Real.rpow_nonneg hx _, ?_, ?_⟩
    · rw [← Real.rpow_natCast, ← Real.rpow_mul hx]
      norm_num
    · rw [← Real.rpow_natCast, ← Real.rpow_mul hx]
      norm_num
  obtain ⟨p, hp, hp3, hp2⟩ := root (1 + z) (by linarith)
  obtain ⟨q, hq, hq3, hq2⟩ := root (1 - z) (by linarith)
  refine ⟨p, q, hq, le_of_not_gt fun h => ?_, le_of_not_gt fun h => ?_, hp3, hq3, ?_⟩
  · have := pow_lt_pow_left₀ h hp (by norm_num : (3 : ℕ) ≠ 0)
    linarith
  · have := pow_lt_pow_left₀ h hp (by norm_num : (3 : ℕ) ≠ 0)
    linarith
  · unfold halfSplitting
    rw [hp2, hq2]
    ring
```

In the lower bound, `hs` is $s\le2$ and `hprod` is the factored cubic. The statement `key` is the inequality without the factor $p-q$; the last line multiplies that factor back in.

```lean
/-- For `0 ≤ z ≤ 1` half the Fermi-energy splitting is at least `2 z / 3`. -/
theorem le_halfSplitting {z : ℝ} (h0 : 0 ≤ z) (h1 : z ≤ 1) :
    2 / 3 * z ≤ halfSplitting z := by
  obtain ⟨p, q, hq, hqp, hp, hp3, hq3, hS⟩ := fermi_wavenumbers h0 h1
  have h8 : (p + q) ^ 3 ≤ 2 ^ 3 := by
    nlinarith [mul_nonneg (show 0 ≤ p + q by linarith) (sq_nonneg (p - q))]
  have hs : p + q ≤ 2 := le_of_not_gt fun h => by
    have := pow_lt_pow_left₀ h (by norm_num) (by norm_num : (3 : ℕ) ≠ 0)
    linarith
  -- the inequality left after removing the common factor `p - q`
  have key : 2 * (p ^ 2 + p * q + q ^ 2) ≤ 3 * (p + q) := by
    have hprod : 0 ≤ (2 - (p + q)) * (4 * (p + q) ^ 2 - (p + q) - 2) :=
      mul_nonneg (by linarith) (by nlinarith)
    refine le_of_mul_le_mul_left ?_ (show 0 < 3 * (p + q) by linarith)
    nlinarith [hprod, hp3, hq3]
  rw [hS]
  nlinarith [mul_nonneg (sub_nonneg.2 hqp) (sub_nonneg.2 key)]
```

For the upper bound, `generalize` replaces $2^{-1/3}$ by a letter `c`, of which only positivity and $2c^3=1$ are kept. The identity `hid` is the perfect-square formula above. Its square vanishes at $s=2^{1/3}$, the value at full polarization.

```lean
/-- For `0 ≤ z ≤ 1` half the Fermi-energy splitting is at most `2^(-1/3) z`. -/
theorem halfSplitting_le {z : ℝ} (h0 : 0 ≤ z) (h1 : z ≤ 1) :
    halfSplitting z ≤ (2 : ℝ) ^ (-1 / 3 : ℝ) * z := by
  obtain ⟨p, q, hq, hqp, hp, hp3, hq3, hS⟩ := fermi_wavenumbers h0 h1
  have hc0 : 0 < (2 : ℝ) ^ (-1 / 3 : ℝ) := Real.rpow_pos_of_pos (by norm_num) _
  have hc : 2 * ((2 : ℝ) ^ (-1 / 3 : ℝ)) ^ 3 = 1 := by
    rw [← Real.rpow_natCast, ← Real.rpow_mul (by norm_num),
      show (-1 / 3 : ℝ) * ((3 : ℕ) : ℝ) = -1 by norm_num, Real.rpow_neg_one]
    norm_num
  generalize (2 : ℝ) ^ (-1 / 3 : ℝ) = c at hc0 hc ⊢
  have hsum : p ^ 3 + q ^ 3 = 2 := by linarith
  have key : p + q ≤ c * (p ^ 2 + p * q + q ^ 2) := by
    refine le_of_mul_le_mul_left ?_ (show 0 < 3 * (p + q) by linarith)
    have e : 3 * (p + q) * (c * (p ^ 2 + p * q + q ^ 2)) = c * (2 * (p + q) ^ 3 + 2) := by
      linear_combination c * hsum
    -- a perfect square appears, with its zero at full polarization
    have hid : c * (2 * (p + q) ^ 3 + 2) - 3 * (p + q) ^ 2
        = c * (p + q - 2 * c ^ 2) ^ 2 * (2 * (p + q) + 2 * c ^ 2) := by
      linear_combination (3 * (p + q) ^ 2 - 2 * c * (2 * c ^ 3 + 1)) * hc
    have hD : 0 ≤ c * (p + q - 2 * c ^ 2) ^ 2 * (2 * (p + q) + 2 * c ^ 2) :=
      mul_nonneg (mul_nonneg hc0.le (sq_nonneg _)) (by nlinarith [sq_nonneg c])
    rw [e]
    linarith
  have hz : z = (p ^ 3 - q ^ 3) / 2 := by linarith
  rw [hS, hz]
  nlinarith [mul_nonneg (sub_nonneg.2 hqp) (sub_nonneg.2 key)]
```

## The threshold for the unpolarized state

`IsMinOn (energy a) (Icc (-1) 1) 0` says that $E(0)\le E(z)$ for every $z\in[-1,1]$. It allows other minimizers with the same energy. No sign is assumed for `a`.

In the first direction, `b1` and `b2` are the two bounds near zero, and `b3` is the positive quantity $x(a-2/3-x/6)$. In the second, `le_halfSplitting` makes the slope nonnegative, and `energy_abs` extends the comparison to negative `z`.

```lean
/-- Stoner criterion for the parabolic band: the unpolarized state minimizes the energy over
all polarizations in `[-1, 1]` if and only if `a ≤ 2/3`. -/
theorem unpolarized_iff (a : ℝ) : IsMinOn (energy a) (Icc (-1) 1) 0 ↔ a ≤ 2 / 3 := by
  have hcont : Continuous (energy a) :=
    continuous_iff_continuousAt.2 fun z => (hasDerivAt_energy a z).continuousAt
  constructor
  · intro h
    by_contra! ha
    obtain ⟨w, hw0, hw1, hwa⟩ : ∃ w : ℝ, 0 < w ∧ w ≤ 1 ∧ w ≤ a - 2 / 3 :=
      ⟨min 1 (a - 2 / 3), lt_min one_pos (by linarith), min_le_left _ _, min_le_right _ _⟩
    -- a small polarization lowers the energy
    have hanti : StrictAntiOn (energy a) (Icc 0 w) := by
      refine strictAntiOn_of_deriv_neg (convex_Icc _ _) hcont.continuousOn fun x hx => ?_
      rw [interior_Icc] at hx
      obtain ⟨hx0, hxw⟩ := hx
      rw [(hasDerivAt_energy a x).deriv]
      obtain ⟨p, q, hq, -, hp, hp3, hq3, hS⟩ :=
        fermi_wavenumbers hx0.le (hxw.le.trans hw1)
      have b1 : p ^ 2 ≤ 1 + 2 / 3 * x := by
        nlinarith [mul_nonneg (sq_nonneg (p - 1)) (show 0 ≤ 2 * p + 1 by linarith)]
      have b2 : 1 - 2 / 3 * x - x ^ 2 / 3 ≤ q ^ 2 := by
        have hx' : x = 1 - q ^ 3 := by linarith
        have : 0 ≤ (1 - q) ^ 2 * (3 * q ^ 2 + 2 * q ^ 3 + q ^ 4) := by positivity
        rw [hx']
        nlinarith [this]
      have b3 : 0 < x * (a - 2 / 3 - x / 6) := mul_pos hx0 (by linarith)
      rw [hS]
      nlinarith [b1, b2, b3]
    have hlt := hanti ⟨le_rfl, hw0.le⟩ ⟨hw0.le, le_rfl⟩ hw0
    have hle := isMinOn_iff.1 h w ⟨by linarith, hw1⟩
    linarith
  · intro ha
    have hmono : MonotoneOn (energy a) (Icc 0 1) := by
      refine monotoneOn_of_deriv_nonneg (convex_Icc _ _) hcont.continuousOn
        (fun x _ => (hasDerivAt_energy a x).differentiableAt.differentiableWithinAt)
        fun x hx => ?_
      rw [interior_Icc] at hx
      rw [(hasDerivAt_energy a x).deriv]
      nlinarith [le_halfSplitting hx.1.le hx.2.le, mul_nonneg hx.1.le (sub_nonneg.2 ha)]
    refine isMinOn_iff.2 fun z hz => ?_
    rw [← energy_abs a z]
    exact hmono ⟨le_rfl, zero_le_one⟩ ⟨abs_nonneg z, abs_le.2 ⟨hz.1, hz.2⟩⟩ (abs_nonneg z)
```

The device that converts slopes into energy comparisons is the family of Mathlib lemmas `strictAntiOn_of_deriv_neg`, `monotoneOn_of_deriv_nonneg` and `antitoneOn_of_deriv_nonpos`. Each takes a convex set, continuity on it and a sign of the derivative in its interior, and returns monotonicity on the whole set. This matters at $z=0$, where $E'(0)=0$ for every $a$: a negative slope on the open interval $(0,w)$ is enough for the strict inequality $E(w)<E(0)$ between its endpoints. The strict lemma asks for no separate proof of differentiability, since Lean's `deriv` is zero wherever a function is not differentiable, and a negative value therefore already implies differentiability.

## Saturation and the partially polarized range

The saturation criterion has the same structure. The equation `hone` evaluates $S(1)=2^{-1/3}$. The limit `ht` restricts the difference quotient to points left of 1, and `le_of_tendsto` carries its sign to the derivative. The converse uses `halfSplitting_le` and a decreasing energy.

```lean
/-- The fully polarized state minimizes the energy over all polarizations in `[-1, 1]` if and
only if `a ≥ 2^(-1/3)`. -/
theorem saturated_iff (a : ℝ) :
    IsMinOn (energy a) (Icc (-1) 1) 1 ↔ (2 : ℝ) ^ (-1 / 3 : ℝ) ≤ a := by
  constructor
  · intro h
    have hone : halfSplitting 1 = (2 : ℝ) ^ (-1 / 3 : ℝ) := by
      have h2 : (2 : ℝ) ^ (2 / 3 : ℝ) = 2 * (2 : ℝ) ^ (-1 / 3 : ℝ) := by
        rw [show (2 / 3 : ℝ) = 1 + (-1 / 3) by norm_num, Real.rpow_add two_pos,
          Real.rpow_one]
      unfold halfSplitting
      rw [show (1 : ℝ) + 1 = 2 by norm_num, show (1 : ℝ) - 1 = 0 by norm_num,
        Real.zero_rpow (by norm_num), h2]
      ring
    -- at a minimum on the right edge the slope cannot be positive
    have ht : Tendsto (slope (energy a) 1) (𝓝[<] 1) (𝓝 (halfSplitting 1 - a * 1)) :=
      (hasDerivAt_iff_tendsto_slope.1 (hasDerivAt_energy a 1)).mono_left
        (nhdsWithin_mono _ fun x hx => ne_of_lt hx)
    have hle : halfSplitting 1 - a * 1 ≤ 0 := by
      refine le_of_tendsto ht ?_
      filter_upwards [Ioo_mem_nhdsLT (show (0 : ℝ) < 1 by norm_num)] with x hx
      rw [slope_def_field]
      have := isMinOn_iff.1 h x ⟨by linarith [hx.1], hx.2.le⟩
      exact div_nonpos_of_nonneg_of_nonpos (by linarith) (by linarith [hx.2])
    linarith
  · intro ha
    have hanti : AntitoneOn (energy a) (Icc 0 1) := by
      refine antitoneOn_of_deriv_nonpos (convex_Icc _ _)
        (fun x _ => (hasDerivAt_energy a x).continuousAt.continuousWithinAt)
        (fun x _ => (hasDerivAt_energy a x).differentiableAt.differentiableWithinAt)
        fun x hx => ?_
      rw [interior_Icc] at hx
      rw [(hasDerivAt_energy a x).deriv]
      nlinarith [halfSplitting_le hx.1.le hx.2.le, mul_nonneg hx.1.le (sub_nonneg.2 ha)]
    refine isMinOn_iff.2 fun z hz => ?_
    have hz1 : |z| ≤ 1 := abs_le.2 ⟨hz.1, hz.2⟩
    rw [← energy_abs a z]
    exact hanti ⟨abs_nonneg z, hz1⟩ ⟨zero_le_one, le_rfl⟩ hz1
```

The last theorem takes the two strict inequalities on `a` as hypotheses and returns a minimizer in the open interval `Ioo (0 : ℝ) 1`. Compactness supplies `z`, and `habs` shows that `|z|` minimizes as well. The theorem gives existence; it says nothing about how many positive minimizers there are or how they vary with `a`.

```lean
/-- For `2/3 < a < 2^(-1/3)` the energy over `[-1, 1]` is minimized by a partially polarized
state, with `0 < z < 1`. -/
theorem exists_partially_polarized {a : ℝ} (ha : 2 / 3 < a)
    (ha' : a < (2 : ℝ) ^ (-1 / 3 : ℝ)) :
    ∃ z ∈ Ioo (0 : ℝ) 1, IsMinOn (energy a) (Icc (-1) 1) z := by
  have hcont : ContinuousOn (energy a) (Icc (-1) 1) :=
    fun x _ => (hasDerivAt_energy a x).continuousAt.continuousWithinAt
  have hne : (Icc (-1 : ℝ) 1).Nonempty := ⟨0, by norm_num, by norm_num⟩
  obtain ⟨z, hz, hmin⟩ := isCompact_Icc.exists_isMinOn hne hcont
  have habs : IsMinOn (energy a) (Icc (-1) 1) |z| := isMinOn_iff.2 fun y hy => by
    rw [energy_abs]
    exact isMinOn_iff.1 hmin y hy
  -- the two criteria exclude the unpolarized and the saturated state
  refine ⟨|z|, ⟨lt_of_le_of_ne (abs_nonneg z) fun h => ?_,
    lt_of_le_of_ne (abs_le.2 ⟨hz.1, hz.2⟩) fun h => ?_⟩, habs⟩
  · rw [← h] at habs
    exact absurd ((unpolarized_iff a).1 habs) (not_le_of_gt ha)
  · rw [h] at habs
    exact absurd ((saturated_iff a).1 habs) (not_le_of_gt ha')

end

end StonerParabolicBand
```

All three theorems concern a uniform system at zero temperature with a single spin axis. Spin-density waves, thermal excitations, correlation and any non-quadratic dependence of the exchange energy on $z$, such as that of Coulomb exchange, do not enter the energy.

```lean
#print axioms StonerParabolicBand.unpolarized_iff
#print axioms StonerParabolicBand.exists_partially_polarized
```

```
'StonerParabolicBand.unpolarized_iff' depends on axioms: [propext, Classical.choice, Quot.sound]
'StonerParabolicBand.exists_partially_polarized' depends on axioms: [propext, Classical.choice, Quot.sound]
```
